# Explicit Euler with step h > γ/w² sends every nonzero state of the underdamped linearised laser equations to infinity

The theorem `euler_diverges` concerns the linearised laser equations x' = −γx − w²y, y' = x, with γ > 0 and w > γ/2, so that the exact motion is a damped oscillation. It states that if the explicit Euler method is run with a fixed step h > γ/w², the norm of the numerical state tends to infinity with the number of steps, for every nonzero initial state. The proof uses the quadratic energy x² + γxy + w²y², which is positive for a nonzero state and which each Euler step multiplies by exactly 1 − hγ + h²w², here greater than 1. Since the energy is at most 1 + γ + w² times the squared norm, the norm is bounded below by the square root of a growing geometric sequence.

An attempt in Lean 4 with a fault in it:

```lean
import Mathlib

open Filter Topology

namespace EulerDiverges

noncomputable section

/-- Right-hand side of the linearised laser equations `x' = -γ x - w² y`, `y' = x`. -/
def rate (γ w : ℝ) (s : ℝ × ℝ) : ℝ × ℝ := (-γ * s.1 - w ^ 2 * s.2, s.1)

/-- One explicit Euler step of length `h`. -/
def eulerStep (γ w h : ℝ) (s : ℝ × ℝ) : ℝ × ℝ := s + h • rate γ w s

/-- The quadratic form `x² + γ x y + w² y²`, an energy adapted to the damped oscillation. -/
def energy (γ w : ℝ) (s : ℝ × ℝ) : ℝ := s.1 ^ 2 + γ * s.1 * s.2 + w ^ 2 * s.2 ^ 2

/-- Angular frequency of the damped relaxation oscillation, for `γ² / 4 ≤ w²`. -/
def ringFreq (γ w : ℝ) : ℝ := Real.sqrt (w ^ 2 - γ ^ 2 / 4)

/-- For `γ > 0` and `w > γ / 2` the damped frequency is positive and its square
is `w² - γ² / 4`. -/
theorem ringFreq_spec {γ w : ℝ} (hγ : 0 < γ) (hw : γ / 2 < w) :
    0 < ringFreq γ w ∧ ringFreq γ w ^ 2 = w ^ 2 - γ ^ 2 / 4 := by
  have hd : 0 < w ^ 2 - γ ^ 2 / 4 := by
    have := mul_pos (sub_pos.mpr hw) (show 0 < w + γ / 2 by linarith)
    nlinarith
  exact ⟨Real.sqrt_pos.mpr hd, Real.sq_sqrt hd.le⟩

/-- Each Euler step multiplies the energy by exactly `1 - h γ + h² w²`, so `n` steps
multiply it by the `n`-th power of this factor. -/
theorem energy_iterate (γ w h : ℝ) (s : ℝ × ℝ) (n : ℕ) :
    energy γ w ((eulerStep γ w h)^[n] s)
      = (1 - h * γ + h ^ 2 * w ^ 2) ^ n * energy γ w s := by
  induction n with
  | zero => simp
  | succ n ih =>
    have step (r : ℝ × ℝ) : energy γ w (eulerStep γ w h r)
        = (1 - h * γ + h ^ 2 * w ^ 2) * energy γ w r := by
      simp only [energy, eulerStep, rate, Prod.fst_add, Prod.snd_add, Prod.smul_fst,
        Prod.smul_snd, smul_eq_mul]
      ring
    rw [Function.iterate_succ_apply', step, ih]
    ring

/-- The energy bounds both coordinates: `(w² - γ²/4) x² ≤ w² E` and
`(w² - γ²/4) y² ≤ E`. -/
theorem energy_bounds (γ w : ℝ) (s : ℝ × ℝ) :
    (w ^ 2 - γ ^ 2 / 4) * s.1 ^ 2 ≤ w ^ 2 * energy γ w s ∧
      (w ^ 2 - γ ^ 2 / 4) * s.2 ^ 2 ≤ energy γ w s := by
  unfold energy
  constructor
  · linarith [sq_nonneg (w ^ 2 * s.2 + γ / 2 * s.1)]
  · linarith [sq_nonneg (s.1 + γ / 2 * s.2)]

/-- For `γ > 0`, `w > γ / 2` and a step `h > γ / w²`, the Euler trajectory of every nonzero
initial state grows without bound. -/
theorem euler_diverges {γ w h : ℝ} (hγ : 0 < γ) (hw : γ / 2 < w) (hh : γ / w ^ 2 < h)
    {s : ℝ × ℝ} (hs : s ≠ 0) :
    Tendsto (fun n : ℕ => ‖(eulerStep γ w h)^[n] s‖) atTop atTop := by
  have hw0 : 0 < w := by linarith
  obtain ⟨hΩ, hsq⟩ := ringFreq_spec hγ hw
  have hd : 0 < w ^ 2 - γ ^ 2 / 4 := hsq ▸ pow_pos hΩ 2
  have hh0 : 0 < h := lt_trans (by positivity) hh
  have hq : 1 < 1 - h * γ + h ^ 2 * w ^ 2 := by
    have := mul_lt_mul_of_pos_left ((div_lt_iff₀ (pow_pos hw0 2)).mp hh) hh0
    linarith
  -- a nonzero state has positive energy
  have hE : 0 < energy γ w s := by
    by_contra hn
    have hn' := not_lt.mp hn
    obtain ⟨b1, b2⟩ := energy_bounds γ w s
    have b3 := mul_nonneg (sq_nonneg w) (neg_nonneg.mpr hn')
    apply hs
    refine Prod.ext ?_ ?_
    · by_contra hx
      have := mul_pos hd (pow_pos (abs_pos.mpr hx) 2)
      rw [sq_abs] at this
      linarith
    · by_contra hy
      have := mul_pos hd (pow_pos (abs_pos.mpr hy) 2)
      rw [sq_abs] at this
      linarith
  have hC : 0 < 1 + γ + w ^ 2 := by positivity
  have hlim := Real.tendsto_sqrt_atTop.comp
    ((tendsto_pow_atTop_atTop_of_one_lt hq).atTop_mul_const (div_pos hE hC))
  refine tendsto_atTop_mono (fun n => ?_) hlim
  -- the energy is at most a constant times the squared norm
  have bound (r : ℝ × ℝ) : energy γ w r ≤ (1 + γ + w ^ 2) * ‖r‖ ^ 2 := by
    have h1 : r.1 ^ 2 ≤ ‖r‖ ^ 2 := by
      rw [← sq_abs r.1]
      exact pow_le_pow_left₀ (abs_nonneg _) (norm_fst_le r) 2
    have h2 : r.2 ^ 2 ≤ ‖r‖ ^ 2 := by
      rw [← sq_abs r.2]
      exact pow_le_pow_left₀ (abs_nonneg _) (norm_snd_le r) 2
    have h3 : r.1 * r.2 ≤ ‖r‖ ^ 2 := by linarith [sq_nonneg (r.1 - r.2)]
    have h4 := mul_le_mul_of_nonneg_left h3 hγ.le
    have h5 := mul_le_mul_of_nonneg_left h2 (sq_nonneg w)
    unfold energy
    linarith
  apply Real.sqrt_le_iff.mpr
  refine ⟨norm_nonneg _, ?_⟩
  rw [← mul_div_assoc, ← energy_iterate, div_le_iff₀ hC, mul_comm]
  exact bound _

end

end EulerDiverges
```

Messages:

```
Main.lean:103:6: error: Tactic `rewrite` failed: Did not find an occurrence of the pattern
  ?a * (?b / ?c)
in the target expression
  (fun x => (1 - h * γ + h ^ 2 * w ^ 2) ^ x * (energy γ w s / (1 + γ + w ^ 2))) n ≤ ‖(eulerStep γ w h)^[n] s‖ ^ 2

γ w h : ℝ
hγ : 0 < γ
hw : γ / 2 < w
hh : γ / w ^ 2 < h
s : ℝ × ℝ
hs : s ≠ 0
hw0 : 0 < w
hΩ : 0 < ringFreq γ w
hsq : ringFreq γ w ^ 2 = w ^ 2 - γ ^ 2 / 4
hd : 0 < w ^ 2 - γ ^ 2 / 4
hh0 : 0 < h
hq : 1 < 1 - h * γ + h ^ 2 * w ^ 2
hE : 0 < energy γ w s
hC : 0 < 1 + γ + w ^ 2
hlim : Tendsto ((fun x => √x) ∘ fun x => (1 - h * γ + h ^ 2 * w ^ 2) ^ x * (energy γ w s / (1 + γ + w ^ 2))) atTop atTop
n : ℕ
bound : ∀ (r : ℝ × ℝ), energy γ w r ≤ (1 + γ + w ^ 2) * ‖r‖ ^ 2
⊢ (fun x => (1 - h * γ + h ^ 2 * w ^ 2) ^ x * (energy γ w s / (1 + γ + w ^ 2))) n ≤ ‖(eulerStep γ w h)^[n] s‖ ^ 2
```

Cause. The error is in the last `rw`, whose first rewrite, `← mul_div_assoc`, looks for a product of the form `?a * (?b / ?c)`. The goal seems to contain one, but it sits inside a function that has not yet been applied: the left side reads `(fun x => … ^ x * (… / …)) n`. This form comes from `hlim`, where the lower bound is a composition of the square root with such a function. Within the function the product depends on the bound variable `x`, and `rw` cannot rewrite a term that contains a bound variable, so it finds no match.

The added `change` line restates the goal with `n` put in for `x`. Lean accepts this because the two forms are equal by definition. The product now stands in the open, `← mul_div_assoc` applies, and the rest of the proof goes through as written.

Lean accepts the file once it reads:

```diff
@@ -101,4 +101,5 @@
   apply Real.sqrt_le_iff.mpr
   refine ⟨norm_nonneg _, ?_⟩
+  change (1 - h * γ + h ^ 2 * w ^ 2) ^ n * (energy γ w s / (1 + γ + w ^ 2)) ≤ _
   rw [← mul_div_assoc, ← energy_iterate, div_le_iff₀ hC, mul_comm]
   exact bound _
```
